# Exchange that commutes with the transition operator leaves the second line moment unchanged and enters the fourth at most quadratically

When levels are degenerate, the intensities assigned to transitions between individual eigenvectors depend on the basis chosen within each level, although the total intensity at each frequency does not. The results on moments below hold for every orthonormal eigenbasis of the Hamiltonian, represented by a matrix $U$ with the eigenvectors as columns.

The system has finitely many states, labelled by the type `n`, and every operator is a complex matrix over these labels.

In Lean 4 with Mathlib:

```lean
import Mathlib

open Matrix Filter

namespace ExchangeLineMoments

variable {n : Type*} [Fintype n] [DecidableEq n]
```

## Eigenbases and line moments

The algebra uses the commutator $[A,B]=AB-BA$.

```lean
/-- The commutator `[A, B] = AB - BA`. -/
def comm (A B : Matrix n n ℂ) : Matrix n n ℂ := A * B - B * A
```

For a Hamiltonian $K$, an eigenbasis with real energies $E_a$ satisfies

$$U^\dagger U=1,\qquad KU=U\,\mathrm{diag}(E).$$

These are the two fields of `IsEigenbasis K U E`.

```lean
/-- The columns of `U` are an orthonormal eigenbasis of `K` with real energies `E`. -/
structure IsEigenbasis (K U : Matrix n n ℂ) (E : n → ℝ) : Prop where
  unitary : Uᴴ * U = 1
  eigen : K * U = U * diagonal (fun a => (E a : ℂ))
```

Let $X$ be the transition operator, for example a transverse component of the total spin, and write $X_{ab}=(U^\dagger XU)_{ab}$. With $\hbar=1$, the $k$-th line moment is

$$M_k=\sum_{a,b}|X_{ab}|^2(E_a-E_b)^k .$$

The sum runs over ordered pairs, so for Hermitian $X$ each transition appears at both signs of its frequency with equal intensity. Moments are taken about zero frequency and are not divided by the total intensity. There are no population factors, so this is the spectrum of the correlation function of $X$ at infinite temperature. In an absorption spectrum at high temperature, the population differences add a factor proportional to the frequency. The lines have no width of their own.

```lean
/-- The `k`-th moment of the stick spectrum: the sum over ordered pairs of eigenvectors of the
intensity `|X_ab|²` times the `k`-th power of the transition frequency `E_a - E_b`. -/
noncomputable def lineMoment (U : Matrix n n ℂ) (E : n → ℝ) (X : Matrix n n ℂ) (k : ℕ) : ℝ :=
  ∑ a, ∑ b, ‖(Uᴴ * X * U) a b‖ ^ 2 * (E a - E b) ^ k
```

The spectral theorem supplies an eigenbasis for every Hermitian $K$, so the later hypotheses about eigenbases can be met whenever the Hamiltonian is Hermitian. The proof reads Mathlib's eigenvector equation one component at a time.

```lean
/-- Every Hermitian matrix has an orthonormal eigenbasis with real energies. -/
theorem isEigenbasis_of_isHermitian {K : Matrix n n ℂ} (hK : K.IsHermitian) :
    IsEigenbasis K (hK.eigenvectorUnitary : Matrix n n ℂ) hK.eigenvalues where
  unitary := Matrix.mem_unitaryGroup_iff'.mp hK.eigenvectorUnitary.2
  eigen := by
    ext i j
    have h := congrFun (hK.mulVec_eigenvectorBasis j) i
    rw [Matrix.mul_diagonal]
    simpa [Matrix.mul_apply, Matrix.mulVec, dotProduct,
      Matrix.IsHermitian.eigenvectorUnitary_apply, mul_comm] using h
```

## A commutator supplies a factor of the frequency

Put $D=\mathrm{diag}(E)$. Since $U$ is square, $UU^\dagger=1$ as well, and the eigenvalue equation can be read from the left: $U^\dagger K=U^\dagger KUU^\dagger=DU^\dagger$. For any matrix $Y$,

$$U^\dagger[K,Y]U=D\,(U^\dagger YU)-(U^\dagger YU)\,D,$$

and the $(a,b)$ entry of the right-hand side is $(E_a-E_b)Y_{ab}$. In the code, `hl` is the equation read from the left and `hc` is the displayed identity.

```lean
/-- In an eigenbasis of `K`, the commutator with `K` multiplies each matrix element by its
transition frequency. -/
theorem comm_apply_eigenbasis {K U : Matrix n n ℂ} {E : n → ℝ} (h : IsEigenbasis K U E)
    (Y : Matrix n n ℂ) (a b : n) :
    (Uᴴ * comm K Y * U) a b = ((E a : ℂ) - E b) * (Uᴴ * Y * U) a b := by
  have hU : U * Uᴴ = 1 := mul_eq_one_comm.mp h.unitary
  -- the eigenvalue equation read from the left
  have hl : Uᴴ * K = diagonal (fun a => (E a : ℂ)) * Uᴴ := by
    calc Uᴴ * K = Uᴴ * (K * U) * Uᴴ := by
          rw [mul_assoc, mul_assoc, hU, mul_one]
      _ = diagonal (fun a => (E a : ℂ)) * Uᴴ := by
          rw [h.eigen, ← mul_assoc, h.unitary, one_mul]
  have hc : Uᴴ * comm K Y * U = diagonal (fun a => (E a : ℂ)) * (Uᴴ * Y * U)
      - (Uᴴ * Y * U) * diagonal (fun a => (E a : ℂ)) := by
    calc Uᴴ * comm K Y * U = (Uᴴ * K) * Y * U - Uᴴ * Y * (K * U) := by
          unfold comm; noncomm_ring
      _ = _ := by rw [hl, h.eigen]; noncomm_ring
  rw [hc, Matrix.sub_apply, Matrix.diagonal_mul, Matrix.mul_diagonal]
  ring
```

Taking squared moduli gives $|[K,X]_{ab}|^2=(E_a-E_b)^2|X_{ab}|^2$. Hence

$$M_{k+2}(X)=M_k([K,X]),$$

which is proved term by term in the double sum.

```lean
/-- Raising the order of a moment by two amounts to replacing the transition operator `X` by
its commutator with the Hamiltonian `K`. -/
theorem lineMoment_add_two {K U : Matrix n n ℂ} {E : n → ℝ} (h : IsEigenbasis K U E)
    (X : Matrix n n ℂ) (k : ℕ) :
    lineMoment U E X (k + 2) = lineMoment U E (comm K X) k := by
  unfold lineMoment
  refine Finset.sum_congr rfl fun a _ => Finset.sum_congr rfl fun b _ => ?_
  rw [comm_apply_eigenbasis h, norm_mul, ← Complex.ofReal_sub, Complex.norm_real,
    Real.norm_eq_abs, mul_pow, sq_abs]
  ring
```

## The total intensity is a trace

For any matrix $Z$, the diagonal entries of $Z^\dagger Z$ are $\sum_a \overline{Z_{ab}}Z_{ab}$, so

$$\mathrm{Tr}(Z^\dagger Z)=\sum_{a,b}|Z_{ab}|^2 .$$

```lean
omit [DecidableEq n] in
/-- The trace of `ZᴴZ` is the sum of the squared moduli of the entries of `Z`. -/
theorem trace_conjTranspose_mul (Z : Matrix n n ℂ) :
    trace (Zᴴ * Z) = ((∑ a, ∑ b, ‖Z a b‖ ^ 2 : ℝ) : ℂ) := by
  simp only [Matrix.trace, Matrix.diag_apply, Matrix.mul_apply, Matrix.conjTranspose_apply]
  rw [Finset.sum_comm]
  push_cast
  exact Finset.sum_congr rfl fun a _ => Finset.sum_congr rfl fun b _ => Complex.conj_mul' _
```

Setting $Z=U^\dagger XU$ and using $UU^\dagger=1$ with the cyclic property of the trace gives

$$M_0(X)=\mathrm{Tr}(U^\dagger X^\dagger UU^\dagger XU)=\mathrm{Tr}(X^\dagger X).$$

The eigenbasis has disappeared. The total intensity is the same for every Hamiltonian, so dividing the moments by it would not change how they depend on the exchange strength.

```lean
/-- The total intensity in an orthonormal eigenbasis is the trace of `XᴴX`. -/
theorem lineMoment_zero {K U : Matrix n n ℂ} {E : n → ℝ} (h : IsEigenbasis K U E)
    (X : Matrix n n ℂ) : (lineMoment U E X 0 : ℂ) = trace (Xᴴ * X) := by
  have hU : U * Uᴴ = 1 := mul_eq_one_comm.mp h.unitary
  have h0 : lineMoment U E X 0 = ∑ a, ∑ b, ‖(Uᴴ * X * U) a b‖ ^ 2 := by
    simp only [lineMoment, pow_zero, mul_one]
  rw [h0, ← trace_conjTranspose_mul]
  calc trace ((Uᴴ * X * U)ᴴ * (Uᴴ * X * U))
      = trace (Uᴴ * (Xᴴ * (U * Uᴴ) * X * U)) := by
        simp only [Matrix.conjTranspose_mul, Matrix.conjTranspose_conjTranspose, mul_assoc]
    _ = trace (Xᴴ * X) := by
        rw [Matrix.trace_mul_comm, hU, mul_one, mul_assoc, hU, mul_one]
```

## The second moment does not see the exchange

Now take $K=H+tJ$ with $t$ real. The commutator is linear in its first argument:

$$[H+tJ,Y]=[H,Y]+t[J,Y].$$

```lean
omit [DecidableEq n] in
private lemma comm_add_smul (H J Y : Matrix n n ℂ) (t : ℂ) :
    comm (H + t • J) Y = comm H Y + t • comm J Y := by
  simp only [comm, add_mul, mul_add, smul_mul_assoc, mul_smul_comm, smul_sub]
  abel
```

Two facts about adjoints are needed for the fourth moment. The first is $[A,B]^\dagger=[B^\dagger,A^\dagger]$.

```lean
omit [DecidableEq n] in
private lemma conjTranspose_comm (A B : Matrix n n ℂ) : (comm A B)ᴴ = comm Bᴴ Aᴴ := by
  simp only [comm, Matrix.conjTranspose_sub, Matrix.conjTranspose_mul]
```

The second follows from it. If $A$, $H$ and $X$ are Hermitian, then $[H,X]^\dagger=-[H,X]$, and therefore $[A,[H,X]]^\dagger=[A,[H,X]]$.

```lean
private lemma double_comm_hermitian {A H X : Matrix n n ℂ} (hA : A.IsHermitian)
    (hH : H.IsHermitian) (hX : X.IsHermitian) :
    (comm A (comm H X))ᴴ = comm A (comm H X) := by
  rw [conjTranspose_comm, conjTranspose_comm, hA.eq, hH.eq, hX.eq]
  unfold comm
  noncomm_ring
```

Suppose $[J,X]=0$ and put $C=[H,X]$. Then $[H+tJ,X]=C$ for every $t$, and the two previous results combine to

$$M_2=M_0(C)=\mathrm{Tr}(C^\dagger C).$$

The theorem compares two strengths $t$ and $s$, with eigenbases $U,V$ and energies $E,F$. It does not require $X$ to be Hermitian, so it also applies to a raising operator such as $S_+$.

```lean
/-- If `J` commutes with the transition operator `X`, Hermitian or not, then the second moment of
the spectrum is the same for `H + tJ` and `H + sJ`, whenever both have orthonormal eigenbases with
real energies. -/
theorem second_moment_invariant {H J X U V : Matrix n n ℂ} {E F : n → ℝ} {t s : ℝ}
    (hJX : comm J X = 0) (hU : IsEigenbasis (H + (t : ℂ) • J) U E)
    (hV : IsEigenbasis (H + (s : ℂ) • J) V F) :
    lineMoment U E X 2 = lineMoment V F X 2 := by
  have h1 := lineMoment_add_two hU X 0
  have h2 := lineMoment_add_two hV X 0
  rw [comm_add_smul, hJX, smul_zero, add_zero] at h1 h2
  have h3 := (lineMoment_zero hU (comm H X)).trans (lineMoment_zero hV (comm H X)).symm
  exact h1.trans ((Complex.ofReal_injective h3).trans h2.symm)
```

The hypothesis `hJX` is the physical condition that the interaction commutes with the transition operator. Isotropic exchange $\mathbf S_1\cdot\mathbf S_2$ meets it when $X$ is a component of the total spin. Hermiticity of all three matrices is not enough without it. For a single spin with $H=0$, $J=\sigma_z$ and $X=\sigma_x$, the levels of $tJ$ are $\pm t$ and the off-diagonal elements of $X$ are 1, so $M_2=2(2t)^2=8t^2$.

## The fourth moment is a polynomial in the exchange strength

For Hermitian $H$, $J$ and $X$ we have $C^\dagger=-C$, so $M_2=-\mathrm{Tr}(C^2)$. Raising the order twice gives $M_4=M_0([H+tJ,C])$. The matrix $[H,C]+t[J,C]$ is Hermitian, so $M_4$ is the trace of its square:

$$M_4=\mathrm{Tr}([H,C]^2)+2t\,\mathrm{Tr}([H,C][J,C])+t^2\,\mathrm{Tr}([J,C]^2).$$

The two cross terms are equal by cyclicity, which is the `Matrix.trace_mul_comm` step in the proof. In the statement, the real moments are cast to complex numbers so that they can be compared with traces.

```lean
/-- For Hermitian `H`, `J`, `X` with `[J, X] = 0` and `C = [H, X]`, the second moment of the
spectrum of `H + tJ` is `-Tr C²`, and the fourth moment is a polynomial in `t` of degree at most
two, in which `t²` has the coefficient `Tr ([J, C]²)`. -/
theorem exchange_moments {H J X U : Matrix n n ℂ} {E : n → ℝ} {t : ℝ}
    (hH : H.IsHermitian) (hJ : J.IsHermitian) (hX : X.IsHermitian) (hJX : comm J X = 0)
    (h : IsEigenbasis (H + (t : ℂ) • J) U E) :
    (lineMoment U E X 2 : ℂ) = -trace (comm H X * comm H X) ∧
    (lineMoment U E X 4 : ℂ) = trace (comm H (comm H X) * comm H (comm H X))
      + 2 * (t : ℂ) * trace (comm H (comm H X) * comm J (comm H X))
      + (t : ℂ) ^ 2 * trace (comm J (comm H X) * comm J (comm H X)) := by
  have hK : comm (H + (t : ℂ) • J) X = comm H X := by
    rw [comm_add_smul, hJX, smul_zero, add_zero]
  have h2 : lineMoment U E X 2 = lineMoment U E (comm H X) 0 := by
    rw [← hK]; exact lineMoment_add_two h X 0
  have h4 : lineMoment U E X 4 = lineMoment U E (comm (H + (t : ℂ) • J) (comm H X)) 0 := by
    have h42 := lineMoment_add_two h X 2
    rw [hK] at h42
    exact h42.trans (lineMoment_add_two h (comm H X) 0)
  constructor
  · -- `C` is anti-Hermitian
    have hC : (comm H X)ᴴ = -comm H X := by
      rw [conjTranspose_comm, hH.eq, hX.eq]; unfold comm; abel
    rw [h2, lineMoment_zero h, hC, neg_mul, Matrix.trace_neg]
  · -- the double commutator is Hermitian and linear in `t`
    have ht : star (t : ℂ) = t := Complex.conj_ofReal t
    rw [h4, lineMoment_zero h, comm_add_smul, Matrix.conjTranspose_add,
      Matrix.conjTranspose_smul, ht, double_comm_hermitian hH hH hX,
      double_comm_hermitian hJ hH hX]
    simp only [add_mul, mul_add, smul_mul_assoc, mul_smul_comm, Matrix.trace_add,
      Matrix.trace_smul, smul_eq_mul]
    rw [Matrix.trace_mul_comm (comm J (comm H X)) (comm H (comm H X))]
    ring
```

For EPR spectra of a finite spin system simulated as a function of frequency at fixed field, with all transitions included and the equal weighting used here, this gives a consistency check: varying only an exchange coupling that commutes with $X$ may move lines and redistribute intensity, but must leave $M_2$ unchanged. The check does not apply to moments taken in field over a field-swept spectrum. Nor does it apply when $X$ is the magnetic moment of spins with different isotropic $g$ factors, because that operator is not proportional to the total spin and does not commute with isotropic exchange between them.

If $[J,C]\neq0$, the leading coefficient is strictly positive, because

$$\mathrm{Tr}([J,C]^2)=\sum_{a,b}|[J,C]_{ab}|^2>0 .$$

Call the three traces $\alpha=\mathrm{Tr}([H,C]^2)$, $\beta=\mathrm{Tr}([H,C][J,C])$ and $\gamma=\mathrm{Tr}([J,C]^2)$. Then $M_4=t(\gamma t+2\beta)+\alpha$, which tends to infinity with $t$. The code proves $\gamma>0$ in `hc` by bounding the double sum below by one nonzero term, and builds the limit in `hlim` from this factorised form. The eigenbasis `U t` may be chosen separately for each $t$, with no continuity required.

```lean
/-- For Hermitian `H`, `J`, `X` with `[J, X] = 0` and `[J, [H, X]] ≠ 0`, the fourth moment of
the spectrum of `H + tJ` grows without bound as `t → ∞`. -/
theorem fourth_moment_tendsto {H J X : Matrix n n ℂ} {U : ℝ → Matrix n n ℂ} {E : ℝ → n → ℝ}
    (hH : H.IsHermitian) (hJ : J.IsHermitian) (hX : X.IsHermitian) (hJX : comm J X = 0)
    (hQ : comm J (comm H X) ≠ 0)
    (h : ∀ t : ℝ, IsEigenbasis (H + (t : ℂ) • J) (U t) (E t)) :
    Tendsto (fun t => lineMoment (U t) (E t) X 4) atTop atTop := by
  -- the leading coefficient is a sum of squares with a nonzero term
  have hc : 0 < (trace (comm J (comm H X) * comm J (comm H X))).re := by
    have hs := trace_conjTranspose_mul (comm J (comm H X))
    rw [double_comm_hermitian hJ hH hX] at hs
    rw [hs, Complex.ofReal_re]
    obtain ⟨a, b, hab⟩ : ∃ a b, comm J (comm H X) a b ≠ 0 := by
      by_contra hn
      exact hQ (by ext a b; by_contra hab; exact hn ⟨a, b, hab⟩)
    calc 0 < ‖comm J (comm H X) a b‖ ^ 2 := pow_pos (norm_pos_iff.mpr hab) 2
      _ ≤ ∑ b, ‖comm J (comm H X) a b‖ ^ 2 :=
          Finset.single_le_sum (f := fun b => ‖comm J (comm H X) a b‖ ^ 2)
            (fun _ _ => by positivity) (Finset.mem_univ b)
      _ ≤ ∑ a, ∑ b, ‖comm J (comm H X) a b‖ ^ 2 :=
          Finset.single_le_sum (f := fun a => ∑ b, ‖comm J (comm H X) a b‖ ^ 2)
            (fun _ _ => by positivity) (Finset.mem_univ a)
  have hlim := tendsto_atTop_add_const_right atTop
    (trace (comm H (comm H X) * comm H (comm H X))).re
    (tendsto_id.atTop_mul_atTop₀ (tendsto_atTop_add_const_right atTop
      (2 * (trace (comm H (comm H X) * comm J (comm H X))).re)
      (tendsto_id.const_mul_atTop hc)))
  refine hlim.congr fun t => ?_
  have h4 := congrArg Complex.re (exchange_moments hH hJ hX hJX (h t)).2
  simp only [pow_two, Complex.add_re, Complex.mul_re, Complex.mul_im, Complex.ofReal_re,
    Complex.ofReal_im, Complex.re_ofNat, Complex.im_ofNat] at h4
  simp only [id]
  linear_combination -h4
```

A fourth moment that grows without bound at fixed second moment means that some intensity lies at ever higher frequencies. That intensity must be weak, since the total beyond a frequency $R$ is at most $M_2/R^2$. This is compatible with exchange narrowing, but two moments do not determine a line shape or show that the central line becomes narrow.

## Two spins 1/2 with different Zeeman frequencies

A pair of spins shows that all the conditions can be met at once. In the basis $\uparrow\uparrow,\uparrow\downarrow,\downarrow\uparrow,\downarrow\downarrow$, let $H=S_{1z}-S_{2z}=\mathrm{diag}(0,1,-1,0)$. This describes two spins offset in opposite directions from their mean frequency, in a frame rotating at that mean.

```lean
/-- Zeeman difference of two spins 1/2, in the basis `↑↑, ↑↓, ↓↑, ↓↓`. -/
def zeemanDifference : Matrix (Fin 4) (Fin 4) ℂ :=
  !![0, 0, 0, 0; 0, 1, 0, 0; 0, 0, -1, 0; 0, 0, 0, 0]
```

The exchange operator swaps the two spins. It equals $2\,\mathbf S_1\cdot\mathbf S_2+\tfrac12$, so $tJ$ is a Heisenberg coupling of strength $2t$ plus a constant energy shift.

```lean
/-- The exchange operator that swaps the two spins. -/
def spinSwap : Matrix (Fin 4) (Fin 4) ℂ :=
  !![1, 0, 0, 0; 0, 0, 1, 0; 0, 1, 0, 0; 0, 0, 0, 1]
```

The transition operator is $X=2(S_{1x}+S_{2x})$, whose nonzero entries are all 1. Both spins thus couple equally to the driving field, which is an approximation if the offset comes from different $g$ factors.

```lean
/-- Twice the `x` component of the total spin. -/
def totalSpinX : Matrix (Fin 4) (Fin 4) ℂ :=
  !![0, 1, 1, 0; 1, 0, 0, 1; 1, 0, 0, 1; 0, 1, 1, 0]
```

Swapping the spins leaves their sum unchanged, so $[J,X]=0$. The first row of $C=[H,X]$ is $(0,-1,1,0)$, and

$$[J,C]_{\uparrow\uparrow,\uparrow\downarrow}=C_{\uparrow\uparrow,\uparrow\downarrow}-C_{\uparrow\uparrow,\downarrow\uparrow}=-2\neq0 .$$

The proof checks Hermiticity and $[J,X]=0$ entry by entry, and refutes $[J,C]=0$ at this same entry, indexed `0`, `1`. Inserting the matrices into the trace formulas gives $M_2=8$ and $M_4=8+32t^2$. For the total spin component $S_{1x}+S_{2x}$ itself, without the factor 2, the values are $2$ and $2+8t^2$.

```lean
/-- For two spins 1/2, the Zeeman difference `H`, the swap `J` and twice the total `x` spin, `X`,
are Hermitian, with `[J, X] = 0` and `[J, [H, X]] ≠ 0`. -/
theorem exchange_moments_witness :
    zeemanDifference.IsHermitian ∧ spinSwap.IsHermitian ∧ totalSpinX.IsHermitian ∧
    comm spinSwap totalSpinX = 0 ∧
    comm spinSwap (comm zeemanDifference totalSpinX) ≠ 0 := by
  refine ⟨?_, ?_, ?_, ?_, ?_⟩
  · ext i j
    fin_cases i <;> fin_cases j <;> simp [zeemanDifference]
  · ext i j
    fin_cases i <;> fin_cases j <;> simp [spinSwap]
  · ext i j
    fin_cases i <;> fin_cases j <;> simp [totalSpinX]
  · ext i j
    fin_cases i <;> fin_cases j <;>
      simp [comm, spinSwap, totalSpinX]
  · intro h
    have h01 := congrFun (congrFun h 0) 1
    norm_num [comm, spinSwap, totalSpinX, zeemanDifference, Matrix.mul_apply,
      Fin.sum_univ_four] at h01

end ExchangeLineMoments
```

```lean
#print axioms ExchangeLineMoments.isEigenbasis_of_isHermitian
#print axioms ExchangeLineMoments.second_moment_invariant
#print axioms ExchangeLineMoments.fourth_moment_tendsto
```

```
'ExchangeLineMoments.isEigenbasis_of_isHermitian' depends on axioms: [propext, Classical.choice, Quot.sound]
'ExchangeLineMoments.second_moment_invariant' depends on axioms: [propext, Classical.choice, Quot.sound]
'ExchangeLineMoments.fourth_moment_tendsto' depends on axioms: [propext, Classical.choice, Quot.sound]
```
